# An isotropic interaction gives exchange with a closed p core that is diagonal and independent of m

If exchange with a filled p core depended on $m$, the three valence p orbitals of a spherical atom would be shifted by different amounts, and one number could not describe the shift. For a real four-index tensor that every orthogonal change of axes leaves unchanged, this cannot happen: the sum over the closed core shell is a multiple of the unit matrix.

```lean
import Mathlib

open Matrix ComplexConjugate

noncomputable section

namespace ClosedCoreExchange

variable {ι : Type*} [Fintype ι] [DecidableEq ι]

/-- Simultaneous rotation of all four indices of a tensor by the matrix `U`. -/
def rotate (U : Matrix ι ι ℝ) (V : ι → ι → ι → ι → ℝ) : ι → ι → ι → ι → ℝ :=
  fun i c d j => ∑ a, ∑ b, ∑ e, ∑ f, U i a * U c b * U d e * U j f * V a b e f

/-- A tensor is isotropic if every orthogonal matrix leaves it unchanged. -/
def IsIsotropic (V : ι → ι → ι → ι → ℝ) : Prop :=
  ∀ U : Matrix ι ι ℝ, U * Uᵀ = 1 → rotate U V = V

/-- The exchange matrix of the valence orbitals `i`, `j` with a closed core shell:
the sum of `V i c c j` over all core orbitals `c`. -/
def coreExchange (V : ι → ι → ι → ι → ℝ) : Matrix ι ι ℝ :=
  Matrix.of fun i j => ∑ c, V i c c j

/-- When the tensor is rotated by an orthogonal matrix, the closed-core exchange matrix
is rotated in its two valence indices. -/
theorem coreExchange_rotate (U : Matrix ι ι ℝ) (V : ι → ι → ι → ι → ℝ) (hU : U * Uᵀ = 1) :
    coreExchange (rotate U V) = U * coreExchange V * Uᵀ := by
  have h : ∀ b e, ∑ c, U c b * U c e = if b = e then 1 else 0 := by
    intro b e
    have hU' : Uᵀ * U = 1 := mul_eq_one_comm.mp hU
    have h1 := congrFun (congrFun hU' b) e
    simpa only [Matrix.mul_apply, Matrix.transpose_apply, Matrix.one_apply] using h1
  ext i j
  -- move the core sum inside, where it meets only the two core rotations
  have h2 : coreExchange (rotate U V) i j = ∑ a, ∑ b, ∑ e, ∑ f,
      (∑ c, U c b * U c e) * (U i a * U j f * V a b e f) := by
    simp only [coreExchange, rotate, Matrix.of_apply]
    refine Finset.sum_comm.trans (Finset.sum_congr rfl fun a _ => ?_)
    refine Finset.sum_comm.trans (Finset.sum_congr rfl fun b _ => ?_)
    refine Finset.sum_comm.trans (Finset.sum_congr rfl fun e _ => ?_)
    refine Finset.sum_comm.trans (Finset.sum_congr rfl fun f _ => ?_)
    rw [Finset.sum_mul]
    exact Finset.sum_congr rfl fun c _ => by ring
  rw [h2]
  simp only [h, ← Finset.mul_sum]
  simp only [ite_mul, one_mul, zero_mul, Finset.sum_ite_eq,
    Finset.mem_univ, if_true]
  simp only [Matrix.mul_apply, Matrix.transpose_apply, coreExchange, Matrix.of_apply,
    Finset.sum_mul, Finset.mul_sum]
  refine Eq.trans (Finset.sum_congr rfl fun a _ => ?_) Finset.sum_comm
  refine Finset.sum_comm.trans (Finset.sum_congr rfl fun f _ => ?_)
  exact Finset.sum_congr rfl fun b _ => by ring

/-- A matrix unchanged by every orthogonal change of axes has vanishing off-diagonal
entries and equal diagonal entries. -/
theorem invariant_matrix (K : Matrix ι ι ℝ)
    (hK : ∀ U : Matrix ι ι ℝ, U * Uᵀ = 1 → U * K * Uᵀ = K) :
    (∀ i j, i ≠ j → K i j = 0) ∧ ∀ i j, K i i = K j j := by
  constructor
  · -- reflect the axis `i`
    intro i j hij
    let s : ι → ℝ := fun x => if x = i then -1 else 1
    have hs : Matrix.diagonal s * (Matrix.diagonal s)ᵀ = 1 := by
      rw [Matrix.diagonal_transpose, Matrix.diagonal_mul_diagonal, ← Matrix.diagonal_one]
      congr 1
      funext x
      by_cases hx : x = i <;> simp [s, hx]
    have h := congrFun (congrFun (hK _ hs) i) j
    rw [Matrix.diagonal_transpose, Matrix.mul_diagonal, Matrix.diagonal_mul] at h
    simp only [s, if_true, if_neg hij.symm] at h
    linarith
  · -- exchange the axes `i` and `j`
    intro i j
    let P : Matrix ι ι ℝ := Matrix.of fun a b => if Equiv.swap i j a = b then 1 else 0
    have hP : P * Pᵀ = 1 := by
      ext a b
      simp [P, Matrix.mul_apply, Matrix.one_apply, eq_comm]
    have h := congrFun (congrFun (hK P hP) i) i
    simp [P, Matrix.mul_apply] at h
    exact h.symm

/-- For an isotropic tensor the exchange with a closed core shell is a single real number
`k` times the unit matrix, and `k` is unique. -/
theorem closed_core_exchange_isotropic [Nonempty ι] (V : ι → ι → ι → ι → ℝ)
    (hV : IsIsotropic V) :
    ∃! k : ℝ, ∀ i j, ∑ c, V i c c j = if i = j then k else 0 := by
  obtain ⟨hoff, hdiag⟩ := invariant_matrix (coreExchange V) fun U hU => by
    rw [← coreExchange_rotate U V hU, hV U hU]
  let o : ι := Classical.arbitrary ι
  refine ⟨∑ c, V o c c o, fun i j => ?_, fun k hk => ?_⟩
  · by_cases h : i = j
    · subst h
      rw [if_pos rfl]
      exact hdiag i o
    · rw [if_neg h]
      exact hoff i j h
  · have h := hk o o
    rw [if_pos rfl] at h
    exact h.symm

/-- The normalisation factor `1/√2` of the complex p orbitals. -/
def invSqrtTwo : ℝ := (√2)⁻¹

/-- Cartesian coefficients of the complex p orbitals; the rows are `m = -1, 0, 1`. -/
def pOrbital : Fin 3 → Fin 3 → ℂ :=
  ![![(invSqrtTwo : ℂ), -(Complex.I * invSqrtTwo), 0], ![0, 0, 1],
    ![-(invSqrtTwo : ℂ), -(Complex.I * invSqrtTwo), 0]]

/-- The complex p orbitals are orthonormal. -/
theorem pOrbital_orthonormal (m m' : Fin 3) :
    ∑ i, conj (pOrbital m i) * pOrbital m' i = if m = m' then 1 else 0 := by
  have hr : invSqrtTwo ^ 2 = 1 / 2 := by
    rw [invSqrtTwo, inv_pow, Real.sq_sqrt (by norm_num)]
    norm_num
  have hs : (invSqrtTwo : ℂ) ^ 2 = 1 / 2 := by
    rw [← Complex.ofReal_pow, hr]
    norm_num
  fin_cases m <;> fin_cases m' <;> simp [pOrbital, Fin.sum_univ_three]
  · linear_combination 2 * hs - (invSqrtTwo : ℂ) ^ 2 * Complex.I_sq
  · linear_combination -(invSqrtTwo : ℂ) ^ 2 * Complex.I_sq
  · linear_combination -(invSqrtTwo : ℂ) ^ 2 * Complex.I_sq
  · linear_combination 2 * hs - (invSqrtTwo : ℂ) ^ 2 * Complex.I_sq

/-- For an isotropic tensor, exchange of valence p orbitals with a closed p core is diagonal in `m`,
with the same real value for every `m`. -/
theorem p_shell_exchange (V : Fin 3 → Fin 3 → Fin 3 → Fin 3 → ℝ) (hV : IsIsotropic V) :
    ∃ k : ℝ, ∀ m m', ∑ i, ∑ j, conj (pOrbital m i) * ((∑ c, V i c c j : ℝ) : ℂ) *
      pOrbital m' j = if m = m' then (k : ℂ) else 0 := by
  obtain ⟨k, hk, -⟩ := closed_core_exchange_isotropic V hV
  have hk' : ∀ i j, ∑ c, V i c c j = if i = j then k else 0 := hk
  refine ⟨k, fun m m' => ?_⟩
  have h : ∑ i, ∑ j, conj (pOrbital m i) * ((∑ c, V i c c j : ℝ) : ℂ) * pOrbital m' j
      = k * ∑ i, conj (pOrbital m i) * pOrbital m' i := by
    rw [Finset.mul_sum]
    refine Finset.sum_congr rfl fun i _ => ?_
    rw [Finset.sum_eq_single i]
    · rw [hk', if_pos rfl]
      ring
    · intro j _ hj
      rw [hk', if_neg hj.symm]
      simp
    · simp
  rw [h, pOrbital_orthonormal]
  split_ifs <;> simp

/-- The Kronecker delta. -/
def delta (i j : ι) : ℝ := if i = j then 1 else 0

/-- The combination of the three products of two Kronecker deltas on four indices. -/
def pairingTensor (α β γ : ℝ) : ι → ι → ι → ι → ℝ := fun i c d j =>
  α * (delta i c * delta d j) + β * (delta i d * delta c j) + γ * (delta i j * delta c d)

/-- Every combination of products of two Kronecker deltas is isotropic. -/
theorem pairingTensor_isotropic_witness (α β γ : ℝ) :
    IsIsotropic (pairingTensor α β γ : ι → ι → ι → ι → ℝ) := by
  intro U hU
  have h : ∀ i c, ∑ a, U i a * U c a = delta i c := by
    intro i c
    have h1 := congrFun (congrFun hU i) c
    simpa only [Matrix.mul_apply, Matrix.transpose_apply, Matrix.one_apply, delta] using h1
  have pull : ∀ (p : Prop) [Decidable p] (g : ι → ℝ),
      ∑ x, (if p then g x else 0) = if p then ∑ x, g x else 0 := by
    intro p _ g
    split_ifs <;> simp
  funext i c d j
  -- each pairing of the indices is preserved separately
  have t1 : ∑ a, ∑ b, ∑ e, ∑ f, U i a * U c b * U d e * U j f * (delta a b * delta e f)
      = delta i c * delta d j := by
    rw [← h i c, ← h d j, Finset.sum_mul_sum]
    simp only [delta, mul_ite, mul_one, mul_zero, pull, Finset.sum_ite_eq,
      Finset.mem_univ, if_true]
    exact Finset.sum_congr rfl fun _ _ => Finset.sum_congr rfl fun _ _ => by ring
  have t2 : ∑ a, ∑ b, ∑ e, ∑ f, U i a * U c b * U d e * U j f * (delta a e * delta b f)
      = delta i d * delta c j := by
    rw [← h i d, ← h c j, Finset.sum_mul_sum]
    simp only [delta, mul_ite, mul_one, mul_zero, Finset.sum_ite_eq,
      Finset.mem_univ, if_true]
    exact Finset.sum_congr rfl fun _ _ => Finset.sum_congr rfl fun _ _ => by ring
  have t3 : ∑ a, ∑ b, ∑ e, ∑ f, U i a * U c b * U d e * U j f * (delta a f * delta b e)
      = delta i j * delta c d := by
    rw [← h i j, ← h c d, Finset.sum_mul_sum]
    simp only [delta, mul_ite, mul_one, mul_zero, pull, Finset.sum_ite_eq,
      Finset.mem_univ, if_true]
    exact Finset.sum_congr rfl fun _ _ => Finset.sum_congr rfl fun _ _ => by ring
  simp only [rotate, pairingTensor]
  rw [← t1, ← t2, ← t3]
  simp only [Finset.mul_sum, ← Finset.sum_add_distrib]
  exact Finset.sum_congr rfl fun _ _ => Finset.sum_congr rfl fun _ _ =>
    Finset.sum_congr rfl fun _ _ => Finset.sum_congr rfl fun _ _ => by ring

/-- The exchange integrals between valence and core p orbitals in Cartesian form, written
with the Slater integrals `G0` and `G2`. -/
def ppExchange (G0 G2 : ℝ) : Fin 3 → Fin 3 → Fin 3 → Fin 3 → ℝ :=
  pairingTensor (G0 - 2 / 25 * G2) (3 / 25 * G2) (3 / 25 * G2)

/-- Summed over a closed p core, the p-p exchange integrals give `G0 + (2/5) G2` times the
unit matrix. -/
theorem ppExchange_closed_core (G0 G2 : ℝ) :
    coreExchange (ppExchange G0 G2) = (G0 + 2 / 5 * G2) • (1 : Matrix (Fin 3) (Fin 3) ℝ) := by
  ext i j
  fin_cases i <;> fin_cases j <;>
    simp [coreExchange, ppExchange, pairingTensor, delta, Fin.sum_univ_three] <;> ring

/-- With only the core orbital `p_z` occupied, the exchange matrix is diagonal with entries
`(3/25) G2` for `p_x` and `p_y`, and `G0 + (4/25) G2` for `p_z`. -/
theorem ppExchange_open_core (G0 G2 : ℝ) :
    (Matrix.of fun i j => ppExchange G0 G2 i 2 2 j) =
      Matrix.diagonal ![3 / 25 * G2, 3 / 25 * G2, G0 + 4 / 25 * G2] := by
  ext i j
  fin_cases i <;> fin_cases j <;> simp [ppExchange, pairingTensor, delta]
  ring

end ClosedCoreExchange
```

```lean
#print axioms ClosedCoreExchange.closed_core_exchange_isotropic
#print axioms ClosedCoreExchange.p_shell_exchange
#print axioms ClosedCoreExchange.ppExchange_closed_core
#print axioms ClosedCoreExchange.ppExchange_open_core
```

```
'ClosedCoreExchange.closed_core_exchange_isotropic' depends on axioms: [propext, Classical.choice, Quot.sound]
'ClosedCoreExchange.p_shell_exchange' depends on axioms: [propext, Classical.choice, Quot.sound]
'ClosedCoreExchange.ppExchange_closed_core' depends on axioms: [propext, Classical.choice, Quot.sound]
'ClosedCoreExchange.ppExchange_open_core' depends on axioms: [propext, Classical.choice, Quot.sound]
```

## The tensor and its contraction

Let $V(i,c,d,j)$ be the exchange integral in which the orbital products $ic$ and $dj$ are the two interacting charge distributions. The indices $i$ and $j$ label valence orbitals, $c$ and $d$ core orbitals. All four run over the same finite set `ι` of $n$ Cartesian directions, and the radial functions are fixed. The exchange matrix with a full core shell is

$$K_{ij}=\sum_c V(i,c,c,j),$$

which is `coreExchange V`. The minus sign of the exchange energy and the spin factors are left out.

The function `rotate U V` applies a real matrix $U$ to every index:

$$V'(i,c,d,j)=\sum_{a,b,e,f}U_{ia}U_{cb}U_{de}U_{jf}\,V(a,b,e,f).$$

`IsIsotropic V` says that $V'=V$ whenever $UU^{\mathsf T}=1$, so reflections are included along with proper rotations. This hypothesis stands for an interaction that depends only on distance, acting between p shells with spherical radial functions.

The theorem `closed_core_exchange_isotropic` states that for an isotropic $V$ on a non-empty index set there is exactly one real $k$ with $K_{ij}=k\,\delta_{ij}$. The theorem `p_shell_exchange` takes $n=3$ and gives the same result between the complex valence orbitals:

$$\sum_{i,j}\overline{p_{mi}}\,K_{ij}\,p_{m'j}=k\,\delta_{mm'}.$$

Here $p_{mi}$ is the Cartesian coefficient `pOrbital m i`. The three values of the Lean index `m` stand for $m=-1,0,1$, with

$$p_{-1}=\frac{x-\mathrm i y}{\sqrt2},\qquad p_0=z,\qquad p_1=-\frac{x+\mathrm i y}{\sqrt2}.$$

In a PAW calculation with exact exchange, the contribution of a frozen, closed p core shell to the p–p valence block of the core–valence exchange on one atom is therefore described by a single number for each pair of valence radial functions, as long as spin–orbit coupling is neglected. Core shells of other angular momentum also contribute to this block, and the theorem does not treat them.

The general $n$ does not stand for a general atomic shell. Five d orbitals are mixed by rotations of space, which make up only a small part of the orthogonal $5\times5$ matrices, so their Coulomb tensor need not satisfy `IsIsotropic`. The isotropy of the p-shell integrals is likewise a hypothesis here and is not derived from the Coulomb operator.

## Rotating the core leaves the closed shell unchanged

Set $d=c$ in the rotated tensor and sum over $c$. The two core rotations meet in

$$\sum_c U_{cb}U_{ce}=(U^{\mathsf T}U)_{be}=\delta_{be},$$

and what remains is

$$K'_{ij}=\sum_{a,f}U_{ia}\Big(\sum_b V(a,b,b,f)\Big)U_{jf}=(UKU^{\mathsf T})_{ij}.$$

This is `coreExchange_rotate`. The hypothesis supplies $UU^{\mathsf T}=1$, while the core sum needs $U^{\mathsf T}U=1$; for square matrices `mul_eq_one_comm` turns one into the other. The step `h2` then moves the sum over $c$ inside the other four, where it becomes the Kronecker delta.

If $V$ is isotropic, then $V'=V$, and hence $K=UKU^{\mathsf T}$ for every orthogonal $U$.

## One reflection and one exchange of axes fix the matrix

Two kinds of $U$ are enough, and `invariant_matrix` uses exactly these.

First, reflect axis $i$. The matrix is diagonal, with $s_i=-1$ and all other entries $+1$. For $j\neq i$,

$$K_{ij}=s_iK_{ij}s_j=-K_{ij},$$

so $K_{ij}=0$. In Lean, `linarith` draws this last conclusion.

Second, exchange axes $i$ and $j$ by the permutation matrix $P$. Then

$$K_{ii}=(PKP^{\mathsf T})_{ii}=K_{jj},$$

so all diagonal entries are equal.

The main theorem applies this lemma to `coreExchange V`. It picks some index $o$ and takes $k=K_{oo}$. Any other candidate must also equal $K_{oo}$, which gives uniqueness. An empty index set would offer no such entry, and every $k$ would then do.

In the smallest case, $n=1$, the only orthogonal matrices are $\pm1$. Four factors of $U$ always multiply to $1$, so every tensor is isotropic, and $k$ is its only entry.

## From Cartesian to complex orbitals

Inserting $K_{ij}=k\,\delta_{ij}$ leaves an overlap:

$$\sum_{i,j}\overline{p_{mi}}\,k\,\delta_{ij}\,p_{m'j}=k\sum_i\overline{p_{mi}}\,p_{m'i}=k\,\delta_{mm'}.$$

The orbitals are orthonormal. For $m=m'=\pm1$ the overlap is $\tfrac12+\tfrac12=1$, and for $m=m'=0$ it is $1$. Between $m=-1$ and $m'=1$ it is $-\tfrac12+\tfrac12=0$, and the reverse overlap is its conjugate. The orbital $p_0$ shares no Cartesian component with the other two.

`pOrbital_orthonormal` checks all nine pairs, using $(1/\sqrt2)^2=\tfrac12$ and $\mathrm i^2=-1$. In `p_shell_exchange`, `Finset.sum_eq_single` keeps only the term $j=i$, and orthonormality finishes the proof.

## Slater integrals for a full and a partly filled core

Products of two Kronecker deltas provide explicit isotropic tensors. For the first pairing,

$$\sum_{a,b,e,f}U_{ia}U_{cb}U_{de}U_{jf}\,\delta_{ab}\delta_{ef}
=\Big(\sum_aU_{ia}U_{ca}\Big)\Big(\sum_eU_{de}U_{je}\Big)=\delta_{ic}\delta_{dj}.$$

The other two pairings work in the same way. `pairingTensor_isotropic_witness` proves them as `t1`, `t2` and `t3` and adds them with arbitrary real coefficients.

The p–p exchange integrals have this form. Let $G^0$ and $G^2$ be the radial exchange integrals, `G0` and `G2` in the file, that belong to the monopole and quadrupole parts of the Coulomb interaction. The definition `ppExchange` sets

$$V(i,c,d,j)=\Big(G^0-\tfrac{2}{25}G^2\Big)\delta_{ic}\delta_{dj}
+\tfrac{3}{25}G^2\,\delta_{id}\delta_{cj}
+\tfrac{3}{25}G^2\,\delta_{ij}\delta_{cd}.$$

The coefficients come from the angular integrals over products of p orbitals; the file takes them as given.

For a closed core, set $d=c$ and sum. The first two terms each contribute their coefficient once, and the third contributes it three times because $\sum_c\delta_{cc}=3$:

$$k=G^0-\tfrac{2}{25}G^2+\tfrac{3}{25}G^2+\tfrac{9}{25}G^2=G^0+\tfrac25G^2.$$

This is `ppExchange_closed_core`.

If only the core orbital $p_z$ is occupied, then $c=d=z$, which is index `2` in Lean. Off-diagonal entries vanish. For valence $p_x$ or $p_y$ only the third term survives and gives $\tfrac{3}{25}G^2$. For $p_z$ all three terms survive and give $G^0+\tfrac{4}{25}G^2$. This is `ppExchange_open_core`, and both theorems are checked entry by entry.

The $p_z$ entry exceeds the other two by $G^0+\tfrac1{25}G^2$. Unless this combination vanishes, exchange with the partly filled shell distinguishes $p_z$ from $p_x$ and $p_y$, although the interaction itself is isotropic.
